# In a one-dimensional cell with no dipole, the second moment of the charge sets the potential of the charge-free interstitial relative to the cell average

In the Weinert method, the charge inside each muffin-tin sphere is replaced by a smoother pseudo-charge with the same multipole moments. For an isolated sphere this leaves the potential outside unchanged. In a crystal the zero of the potential must also be fixed, commonly by setting the cell average to zero. That average includes the sphere interiors, where the two potentials differ. If each potential is given zero cell average, how far does the replacement move the interstitial potential?

Here the question is answered for a charge density $d(x)$ that varies along one direction only, with period $L$. The cell is $[-L/2,L/2]$, the interval $[-R,R]$ plays the part of the sphere, and $R\le|x|\le L/2$ is the interstitial.

```lean
import Mathlib

open scoped Real
open MeasureTheory

namespace WeinertInterstitialZero
```

## Moments and the potential of a cell

Write the moments of the charge as
$$M_k(a)=\int_{-a}^{a}s^k d(s)\,ds .$$
In Lean this is `moment a k d`. Thus $M_0(L/2)$, $M_1(L/2)$ and $M_2(L/2)$ are the charge, dipole and second moment of the cell, each per unit area perpendicular to $x$.

```lean
/-- The `k`-th moment of the charge density `d` over the interval from `-a` to `a`. -/
noncomputable def moment (a : ℝ) (k : ℕ) (d : ℝ → ℝ) : ℝ :=
  ∫ s in (-a)..a, s ^ k * d s
```

The potential $V$ is $L$-periodic and twice continuously differentiable, and it satisfies
$$V''=-4\pi d,\qquad \int_{-L/2}^{L/2}V\,dx=0 .$$
The factor $4\pi$ is that of Gaussian units, and the zero mean corresponds to omitting the $G=0$ Fourier coefficient. `IsCellPotential L d V` collects these four conditions. It takes $V$ as given and does not construct it from $d$.

```lean
/-- `V` is a twice continuously differentiable, `L`-periodic solution of Poisson's equation
`V'' = -4πd` whose integral over one cell is zero. -/
structure IsCellPotential (L : ℝ) (d V : ℝ → ℝ) : Prop where
  periodic : Function.Periodic V L
  smooth : ContDiff ℝ 2 V
  poisson : ∀ x, deriv (deriv V) x = -(4 * π * d x)
  zero_mean : ∫ x in (-(L / 2))..(L / 2), V x = 0
```

Since $d=-V''/(4\pi)$, the density is continuous. This admits smooth charges but excludes point-like nuclei and densities with a jump at $\pm R$. The next theorem records this continuity and the derivatives of $V$ and $V'$, which every later integration uses.

```lean
variable {L R : ℝ} {d V : ℝ → ℝ}

/-- A cell potential has a derivative everywhere, that derivative has derivative `-4πd`, and the
charge density is continuous. -/
theorem regularity (h : IsCellPotential L d V) :
    (∀ x, HasDerivAt V (deriv V x) x) ∧
    (∀ x, HasDerivAt (deriv V) (-(4 * π * d x)) x) ∧ Continuous d := by
  have h2 : ContDiff ℝ (1 + 1) V := by
    rw [one_add_one_eq_two]
    exact h.smooth
  have h1 : ContDiff ℝ 1 (deriv V) := (contDiff_succ_iff_deriv.1 h2).2.2
  refine ⟨fun x => (h.smooth.differentiable (by norm_num) x).hasDerivAt, fun x => ?_, ?_⟩
  · rw [← h.poisson x]
    exact (h1.differentiable (by norm_num) x).hasDerivAt
  · have hc : Continuous (deriv (deriv V)) := h1.continuous_deriv le_rfl
    have e : d = fun x => -(1 / (4 * π)) * deriv (deriv V) x := by
      funext x
      rw [h.poisson x]
      have := Real.pi_ne_zero
      field_simp
    rw [e]
    exact continuous_const.mul hc
```

## What periodicity fixes at the cell face

Setting $x=-L/2$ in $V(x+L)=V(x)$, and in the same relation for $V'$, gives
$$V(-L/2)=V(L/2),\qquad V'(-L/2)=V'(L/2).$$

```lean
/-- The potential and its slope take the same values on the two faces of the cell. -/
theorem faces_match (h : IsCellPotential L d V) :
    V (-(L / 2)) = V (L / 2) ∧ deriv V (-(L / 2)) = deriv V (L / 2) := by
  have e : -(L / 2) + L = L / 2 := by ring
  have hp := h.periodic (-(L / 2))
  have hd : deriv (fun x => V (x + L)) (-(L / 2)) = deriv V (-(L / 2) + L) :=
    deriv_comp_add_const ..
  rw [show (fun x => V (x + L)) = V from funext h.periodic] at hd
  rw [e] at hp hd
  exact ⟨hp.symm, hd⟩
```

Integrating Poisson's equation over the cell then gives
$$-4\pi M_0(L/2)=V'(L/2)-V'(-L/2)=0 .$$
Neutrality is therefore a consequence of periodicity and need not be assumed. In the proof, `key` is the fundamental theorem of calculus applied to $V'$, and `linear_combination` does the remaining algebra; the next two proofs have the same form.

```lean
/-- The charge density of a periodic potential has zero total charge in the cell. -/
theorem cell_neutral (h : IsCellPotential L d V) : moment (L / 2) 0 d = 0 := by
  obtain ⟨-, hE, hc⟩ := regularity h
  have hF : ∀ s, HasDerivAt (deriv V) (-(4 * π) * (s ^ 0 * d s)) s :=
    fun s => (hE s).congr_deriv (by ring)
  have key := intervalIntegral.integral_eq_sub_of_hasDerivAt (a := -(L / 2)) (b := L / 2)
    (fun s _ => hF s) (Continuous.intervalIntegrable (by fun_prop) _ _)
  rw [intervalIntegral.integral_const_mul, (faces_match h).2] at key
  have hpi : 4 * π ≠ 0 := by positivity
  apply mul_left_cancel₀ hpi
  unfold moment
  linear_combination -key
```

For the slope, use $(sV'-V)'=sV''=-4\pi s\,d$. The two values of $V$ cancel between the faces, so that
$$-4\pi M_1(L/2)=\tfrac L2V'(L/2)+\tfrac L2V'(-L/2)=L\,V'(L/2),$$
and hence $V'(L/2)=-\frac{4\pi}{L}M_1(L/2)$.

```lean
/-- The slope of the potential at the cell face is `-4π/L` times the dipole of the cell. -/
theorem face_slope (hL : 0 < L) (h : IsCellPotential L d V) :
    deriv V (L / 2) = -(4 * π) / L * moment (L / 2) 1 d := by
  obtain ⟨hV, hE, hc⟩ := regularity h
  -- integrate `s V''` by parts
  have hF : ∀ s, HasDerivAt (fun s => s * deriv V s - V s) (-(4 * π) * (s ^ 1 * d s)) s :=
    fun s => (((hasDerivAt_id' s).fun_mul (hE s)).fun_sub (hV s)).congr_deriv (by ring)
  have key := intervalIntegral.integral_eq_sub_of_hasDerivAt (a := -(L / 2)) (b := L / 2)
    (fun s _ => hF s) (Continuous.intervalIntegrable (by fun_prop) _ _)
  rw [intervalIntegral.integral_const_mul, (faces_match h).1, (faces_match h).2] at key
  rw [div_mul_eq_mul_div, eq_div_iff hL.ne']
  unfold moment
  linear_combination -key
```

For the value, use
$$(s^2V'-2sV)'=s^2V''-2V=-4\pi s^2d-2V .$$
On integration the terms $s^2V'$ cancel between the faces, and the integral of $V$ vanishes by the zero-mean convention. What remains is
$$-2L\,V(L/2)=-4\pi M_2(L/2),\qquad V(L/2)=\frac{2\pi}{L}M_2(L/2).$$
This is where the choice of zero brings in the second moment.

```lean
/-- The potential at the cell face is `2π/L` times the second moment of the cell charge. -/
theorem face_value (hL : 0 < L) (h : IsCellPotential L d V) :
    V (L / 2) = 2 * π / L * moment (L / 2) 2 d := by
  obtain ⟨hV, hE, hc⟩ := regularity h
  have hVc : Continuous V := h.smooth.continuous
  -- integrate `s² V''` by parts twice
  have hF : ∀ s, HasDerivAt (fun s => s ^ 2 * deriv V s - 2 * s * V s)
      (-(4 * π) * (s ^ 2 * d s) - 2 * V s) s := fun s =>
    (((hasDerivAt_pow 2 s).fun_mul (hE s)).fun_sub
      (((hasDerivAt_id' s).const_mul 2).fun_mul (hV s))).congr_deriv (by norm_num; ring)
  have key := intervalIntegral.integral_eq_sub_of_hasDerivAt (a := -(L / 2)) (b := L / 2)
    (fun s _ => hF s) (Continuous.intervalIntegrable (by fun_prop) _ _)
  rw [intervalIntegral.integral_sub (Continuous.intervalIntegrable (by fun_prop) _ _)
    (Continuous.intervalIntegrable (by fun_prop) _ _), intervalIntegral.integral_const_mul,
    intervalIntegral.integral_const_mul, h.zero_mean, (faces_match h).1,
    (faces_match h).2] at key
  rw [div_mul_eq_mul_div, eq_div_iff hL.ne']
  unfold moment
  linear_combination (1 / 2) * key
```

## From the face into the interstitial

Suppose that there is no charge between $c$ and $x$. With $x$ held fixed,
$$\frac{d}{ds}\bigl[V(s)+(x-s)V'(s)\bigr]=(x-s)V''(s)=0 .$$
Equating the values of the bracket at $s=x$ and $s=c$ gives $V(x)=V(c)+(x-c)V'(c)$. The set `Set.uIcc c x` is the closed interval between the two points in either order, so the formula can be used in both directions.

```lean
/-- Between two points with no charge between them the potential is a straight line. -/
theorem charge_free_line (h : IsCellPotential L d V) {c x : ℝ}
    (h0 : ∀ s ∈ Set.uIcc c x, d s = 0) : V x = V c + (x - c) * deriv V c := by
  obtain ⟨hV, hE, -⟩ := regularity h
  have hF : ∀ s ∈ Set.uIcc c x,
      HasDerivAt (fun s => V s + (x - s) * deriv V s) ((fun _ => (0 : ℝ)) s) s := fun s hs =>
    ((hV s).fun_add (((hasDerivAt_id' s).const_sub x).fun_mul (hE s))).congr_deriv
      (by rw [h0 s hs]; ring)
  have key := intervalIntegral.integral_eq_sub_of_hasDerivAt hF intervalIntegrable_const
  rw [intervalIntegral.integral_zero] at key
  linear_combination -key
```

Let $d$ vanish in the interstitial, with $0\le R<L/2$. Starting from the right face, and then from the left, the face value and slope give
$$V(x)=\frac{2\pi}{L}M_2(L/2)+\frac{4\pi}{L}M_1(L/2)\Bigl(\frac L2-x\Bigr),\qquad R\le x\le \frac L2,$$
$$V(x)=\frac{2\pi}{L}M_2(L/2)-\frac{4\pi}{L}M_1(L/2)\Bigl(\frac L2+x\Bigr),\qquad -\frac L2\le x\le -R .$$
A dipole thus tilts the interstitial potential. The Lean proof treats the two sides separately and checks in each case that the interval is free of charge.

```lean
/-- If the charge vanishes for `R ≤ |x| ≤ L/2`, the potential there is the second-moment constant
plus a linear term whose slope is `-4π/L` times the dipole of the cell and which vanishes at the
cell face on the same side as `x`. -/
theorem interstitial_affine (hR : 0 ≤ R) (hRL : R < L / 2) (h : IsCellPotential L d V)
    (h0 : ∀ x, R ≤ |x| → |x| ≤ L / 2 → d x = 0) :
    (∀ x, R ≤ x → x ≤ L / 2 → V x = 2 * π / L * moment (L / 2) 2 d
      + 4 * π / L * moment (L / 2) 1 d * (L / 2 - x)) ∧
    (∀ x, -(L / 2) ≤ x → x ≤ -R → V x = 2 * π / L * moment (L / 2) 2 d
      - 4 * π / L * moment (L / 2) 1 d * (L / 2 + x)) := by
  have hL : 0 < L := by linarith
  constructor
  · intro x hx hx'
    rw [charge_free_line h (c := L / 2) (x := x), face_value hL h, face_slope hL h]
    · ring
    · intro s hs
      rw [Set.uIcc_of_ge hx'] at hs
      have e : |s| = s := abs_of_nonneg (by linarith [hs.1])
      exact h0 s (by linarith [hs.1]) (by linarith [hs.2])
  · intro x hx hx'
    rw [charge_free_line h (c := -(L / 2)) (x := x), (faces_match h).1, (faces_match h).2,
      face_value hL h, face_slope hL h]
    · ring
    · intro s hs
      rw [Set.uIcc_of_le hx] at hs
      have e : |s| = -s := abs_of_nonpos (by linarith [hs.2])
      exact h0 s (by linarith [hs.2]) (by linarith [hs.1])
```

If the dipole is zero, the linear terms disappear. The interstitial also contributes nothing to the second moment, so $M_2(L/2)=M_2(R)$ and
$$V(x)=\frac{2\pi}{L}\int_{-R}^{R}s^2d(s)\,ds,\qquad R\le|x|\le \frac L2 .$$
In the proof, `hl` and `hr` are the two vanishing outer integrals, `hm` is the equality of the second moments, and the final case split is on the sign of $x$.

```lean
/-- If the charge vanishes for `R ≤ |x| ≤ L/2` and the cell has no dipole, the potential there
is the constant `2π/L` times the second moment of the charge inside `[-R, R]`. -/
theorem interstitial_zero (hR : 0 ≤ R) (hRL : R < L / 2) (h : IsCellPotential L d V)
    (h0 : ∀ x, R ≤ |x| → |x| ≤ L / 2 → d x = 0) (hdip : moment (L / 2) 1 d = 0)
    {x : ℝ} (hx : R ≤ |x|) (hx' : |x| ≤ L / 2) :
    V x = 2 * π / L * ∫ s in (-R)..R, s ^ 2 * d s := by
  obtain ⟨-, -, hc⟩ := regularity h
  have hi : ∀ a b, IntervalIntegrable (fun s => s ^ 2 * d s) volume a b :=
    fun a b => Continuous.intervalIntegrable (by fun_prop) a b
  -- the interstitial contributes nothing to the second moment
  have hl : ∫ s in (-(L / 2))..(-R), s ^ 2 * d s = 0 :=
    (intervalIntegral.integral_congr (g := fun _ => (0 : ℝ)) (fun s hs => by
      rw [Set.uIcc_of_le (by linarith)] at hs
      have e : |s| = -s := abs_of_nonpos (by linarith [hs.2])
      have z := h0 s (by linarith [hs.2]) (by linarith [hs.1])
      simp [z])).trans (by simp)
  have hr : ∫ s in R..(L / 2), s ^ 2 * d s = 0 :=
    (intervalIntegral.integral_congr (g := fun _ => (0 : ℝ)) (fun s hs => by
      rw [Set.uIcc_of_le (by linarith)] at hs
      have e : |s| = s := abs_of_nonneg (by linarith [hs.1])
      have z := h0 s (by linarith [hs.1]) (by linarith [hs.2])
      simp [z])).trans (by simp)
  have s1 := intervalIntegral.integral_add_adjacent_intervals (hi (-(L / 2)) (-R)) (hi (-R) R)
  have s2 := intervalIntegral.integral_add_adjacent_intervals (hi (-(L / 2)) R) (hi R (L / 2))
  have hm : moment (L / 2) 2 d = ∫ s in (-R)..R, s ^ 2 * d s := by
    unfold moment
    linarith
  obtain ⟨right, left⟩ := interstitial_affine hR hRL h h0
  rw [← hm]
  rcases le_total 0 x with hs | hs
  · rw [abs_of_nonneg hs] at hx hx'
    rw [right x hx hx', hdip]
    ring
  · rw [abs_of_nonpos hs] at hx hx'
    rw [left x (by linarith) (by linarith), hdip]
    ring
```

Conversely, let the potential be constant in the charge-free interstitial. Comparing its values at $R$ and $L/2$ gives
$$\frac{4\pi}{L}\Bigl(\frac L2-R\Bigr)M_1(L/2)=0 .$$
The prefactor is positive, so the dipole vanishes.

```lean
/-- If the charge vanishes for `R ≤ |x| ≤ L/2`, the potential is constant there exactly when
the dipole of the cell is zero. -/
theorem interstitial_flat_iff (hR : 0 ≤ R) (hRL : R < L / 2) (h : IsCellPotential L d V)
    (h0 : ∀ x, R ≤ |x| → |x| ≤ L / 2 → d x = 0) :
    (∀ x, R ≤ |x| → |x| ≤ L / 2 → V x = V (L / 2)) ↔ moment (L / 2) 1 d = 0 := by
  have hL : 0 < L := by linarith
  constructor
  · intro hflat
    have e := hflat R (abs_of_nonneg hR).ge (by rw [abs_of_nonneg hR]; exact hRL.le)
    rw [(interstitial_affine hR hRL h h0).1 R le_rfl hRL.le, face_value hL h] at e
    have hprod : 4 * π / L * (L / 2 - R) * moment (L / 2) 1 d = 0 := by
      linear_combination e
    have hpos : 0 < 4 * π / L * (L / 2 - R) := mul_pos (by positivity) (by linarith)
    exact (mul_eq_zero.1 hprod).resolve_left hpos.ne'
  · intro hdip x hx hx'
    have e : |L / 2| = L / 2 := abs_of_pos (by linarith)
    rw [interstitial_zero hR hRL h h0 hdip hx hx',
      interstitial_zero hR hRL h h0 hdip (x := L / 2) (by linarith) e.le]
```

## Replacing the charge by a pseudo-charge

Now let $d_1$ be the original density and $d_2$ the one with the pseudo-charge, with potentials $V_1$ and $V_2$. The two densities agree in the interstitial, where they may be non-zero, and have equal cell dipoles. Their total charges agree because each cell is neutral.

Poisson's equation is linear, so $V_1-V_2$ is the zero-mean periodic potential of $d_1-d_2$. This difference density vanishes in the interstitial and has no dipole. The preceding result therefore applies to it:
$$V_1(x)-V_2(x)=\frac{2\pi}{L}\int_{-R}^{R}s^2\,[d_1(s)-d_2(s)]\,ds,\qquad R\le|x|\le\frac L2 .$$
The proof builds this difference potential as `h` and then calls `interstitial_zero`.

In this one-dimensional model with smooth charge, matching charge and dipole preserves the shape of the interstitial potential, while its level moves whenever the second moments differ. Two pseudo-charges that replace the same density, with equal dipoles but different second moments, therefore give interstitial potentials that differ by a non-zero constant when each has zero cell average. The shift concerns only the choice of zero: subtracting the constant $V_1-V_2$ found in the interstitial from $V_1$ everywhere gives a potential that still belongs to $d_1$ and equals $V_2$ in the interstitial. The theorems do not treat three-dimensional spheres or their higher multipoles.

```lean
/-- If two charge densities agree for `R ≤ |x| ≤ L/2` and have equal cell dipoles, their
potentials differ there by `2π/L` times the difference of their second moments in `[-R, R]`. -/
theorem pseudocharge_shift {d₁ d₂ V₁ V₂ : ℝ → ℝ} (hR : 0 ≤ R) (hRL : R < L / 2)
    (h₁ : IsCellPotential L d₁ V₁) (h₂ : IsCellPotential L d₂ V₂)
    (hout : ∀ x, R ≤ |x| → |x| ≤ L / 2 → d₁ x = d₂ x)
    (hdip : moment (L / 2) 1 d₁ = moment (L / 2) 1 d₂)
    {x : ℝ} (hx : R ≤ |x|) (hx' : |x| ≤ L / 2) :
    V₁ x - V₂ x = 2 * π / L * (moment R 2 d₁ - moment R 2 d₂) := by
  obtain ⟨hV₁, hE₁, hc₁⟩ := regularity h₁
  obtain ⟨hV₂, hE₂, hc₂⟩ := regularity h₂
  have hm : ∀ a k, moment a k (fun s => d₁ s - d₂ s) = moment a k d₁ - moment a k d₂ := by
    intro a k
    unfold moment
    rw [← intervalIntegral.integral_sub (Continuous.intervalIntegrable (by fun_prop) _ _)
      (Continuous.intervalIntegrable (by fun_prop) _ _)]
    simp only [mul_sub]
  -- by linearity the difference is the cell potential of the difference density
  have h : IsCellPotential L (fun s => d₁ s - d₂ s) (fun s => V₁ s - V₂ s) := by
    refine ⟨fun y => ?_, h₁.smooth.sub h₂.smooth, fun y => ?_, ?_⟩
    · show V₁ (y + L) - V₂ (y + L) = V₁ y - V₂ y
      rw [h₁.periodic y, h₂.periodic y]
    · have e : deriv (fun s => V₁ s - V₂ s) = fun s => deriv V₁ s - deriv V₂ s :=
        funext fun s => ((hV₁ s).fun_sub (hV₂ s)).deriv
      rw [e, ((hE₁ y).fun_sub (hE₂ y)).deriv]
      ring
    · rw [intervalIntegral.integral_sub (h₁.smooth.continuous.intervalIntegrable _ _)
        (h₂.smooth.continuous.intervalIntegrable _ _), h₁.zero_mean, h₂.zero_mean, sub_zero]
  have key := interstitial_zero hR hRL h (fun y hy hy' => sub_eq_zero.2 (hout y hy hy'))
    (by rw [hm, hdip, sub_self]) hx hx'
  rw [← hm R 2]
  exact key

end WeinertInterstitialZero
```

```lean
#print axioms WeinertInterstitialZero.cell_neutral
#print axioms WeinertInterstitialZero.interstitial_zero
#print axioms WeinertInterstitialZero.interstitial_flat_iff
#print axioms WeinertInterstitialZero.pseudocharge_shift
```

```
'WeinertInterstitialZero.cell_neutral' depends on axioms: [propext, Classical.choice, Quot.sound]
'WeinertInterstitialZero.interstitial_zero' depends on axioms: [propext, Classical.choice, Quot.sound]
'WeinertInterstitialZero.interstitial_flat_iff' depends on axioms: [propext, Classical.choice, Quot.sound]
'WeinertInterstitialZero.pseudocharge_shift' depends on axioms: [propext, Classical.choice, Quot.sound]
```
